# The current term in the same-spin pair curvature of one-dimensional orbitals

Put one electron in the plane wave φ = exp(ikx)/√L, k ≠ 0, on a ring of length L. It has no same-spin partner, so a measure of same-spin pairing should give zero. In units with ħ = m = 1, let n be the density of the electrons of one spin and τ = ½ ∑ |φ_i'|² their kinetic energy density. The expression τ − n'²/(8n), which is correct for real orbitals, gives k²/(2L). The missing term is −j²/(2n), with j the current density of the same electrons.

For finitely many differentiable orbitals whose derivatives are differentiable at x, and for n(x) > 0, the corrected expression is the curvature of the pair function at coincidence, divided by 4n. It enters the electron localisation function and current-dependent density functionals; the result here covers a single determinant in one dimension.

## Orbitals, densities and the pair function

In Lean 4 with Mathlib:

```lean
import Mathlib

open ComplexConjugate

namespace ExchangeHoleCurvature

noncomputable section

variable {ι : Type*} [Fintype ι]
```

The finite type `ι` labels the orbitals. Mathlib supplies complex numbers and calculus.

```lean
/-- The one-particle density matrix `γ(x,y) = ∑ φ_i(x) conj φ_i(y)` of same-spin orbitals. -/
def densityMatrix (φ : ι → ℝ → ℂ) (x y : ℝ) : ℂ := ∑ i, φ i x * conj (φ i y)
```

`φ i x` is φ_i(x), and `conj` is complex conjugation. This is γ(x,y) = ∑ φ_i(x) conj φ_i(y), each orbital being singly occupied with the same spin.

```lean
/-- The particle density `n(x) = ∑ |φ_i(x)|²`. -/
def density (φ : ι → ℝ → ℂ) (x : ℝ) : ℝ := ∑ i, Complex.normSq (φ i x)
```

`Complex.normSq z` means |z|², so this is n(x) = ∑ |φ_i(x)|².

```lean
/-- The orbital sum `s(x) = ∑ conj φ_i(x) φ_i'(x)`. -/
def gradOverlap (φ : ι → ℝ → ℂ) (x : ℝ) : ℂ := ∑ i, conj (φ i x) * deriv (φ i) x
```

The sum s = ∑ conj(φ_i) φ_i' carries both the density gradient and the current.

```lean
/-- The paramagnetic current density `j = Im ∑ conj φ_i φ_i'`. -/
def current (φ : ι → ℝ → ℂ) (x : ℝ) : ℝ := (gradOverlap φ x).im
```

The current is j = Im s, in units with ħ = m = 1 and without a vector potential.

```lean
/-- The kinetic energy density `τ = ½ ∑ |φ_i'|²`. -/
def kineticDensity (φ : ι → ℝ → ℂ) (x : ℝ) : ℝ :=
  (1 / 2) * ∑ i, Complex.normSq (deriv (φ i) x)
```

This is τ = ½ ∑ |φ_i'|². The factor ½ fixes the later coefficients.

```lean
/-- The same-spin pair function `P(x,y) = n(x) n(y) - |γ(x,y)|²`. -/
def pairDensity (φ : ι → ℝ → ℂ) (x y : ℝ) : ℝ :=
  density φ x * density φ y - Complex.normSq (densityMatrix φ x y)
```

The pair function is P(x,y) = n(x)n(y) − |γ(x,y)|². For orthonormal orbitals it is the same-spin pair density of their Slater determinant. The theorems do not need orthonormality.

```lean
/-- The current-corrected kinetic density `D = τ - n'²/(8n) - j²/(2n)`, for points
where `n > 0`. -/
def correctedKinetic (φ : ι → ℝ → ℂ) (x : ℝ) : ℝ :=
  kineticDensity φ x - (deriv (density φ) x) ^ 2 / (8 * density φ x)
    - (current φ x) ^ 2 / (2 * density φ x)
```

This defines D = τ − n'²/(8n) − j²/(2n), to be read where n > 0.

```lean
/-- The diagonal of the density matrix is the particle density. -/
theorem densityMatrix_self (φ : ι → ℝ → ℂ) (x : ℝ) :
    densityMatrix φ x x = (density φ x : ℂ) := by
  simp only [densityMatrix, density, Complex.mul_conj, Complex.ofReal_sum]
```

At equal arguments, γ(x,x) = n(x). Hence P(x,x) = n² − n² = 0, which is Pauli exclusion.

## The first derivative

```lean
/-- Product rule for the real part of `conj f · g`. -/
lemma hasDerivAt_re {f g : ℝ → ℂ} {f' g' : ℂ} {y : ℝ}
    (hf : HasDerivAt f f' y) (hg : HasDerivAt g g' y) :
    HasDerivAt (fun t => (conj (f t) * g t).re)
      ((conj f' * g y).re + (conj (f y) * g').re) y := by
  have h := Complex.reCLM.hasFDerivAt.comp_hasDerivAt y (hf.star.fun_mul hg)
  exact h.congr_deriv (by simp [Complex.mul_re])
```

`HasDerivAt f f' y` says that f is differentiable at y with derivative f'. The lemma is the product rule for Re(conj f · g).

```lean
/-- If `f` has derivative `f'` at `y`, then `|f|²` has derivative `2 Re (conj f(y) · f')` there. -/
lemma hasDerivAt_normSq {f : ℝ → ℂ} {f' : ℂ} {y : ℝ} (hf : HasDerivAt f f' y) :
    HasDerivAt (fun t => Complex.normSq (f t)) (2 * (conj (f y) * f').re) y := by
  have e : (fun t => Complex.normSq (f t)) = fun t => (conj (f t) * f t).re := by
    funext t
    simp only [Complex.normSq_apply, Complex.mul_re, Complex.conj_re, Complex.conj_im]
    ring
  rw [e]
  refine (hasDerivAt_re hf hf).congr_deriv ?_
  simp only [Complex.mul_re, Complex.conj_re, Complex.conj_im]
  ring
```

Setting g = f gives (|f|²)' = 2 Re(conj f · f').

```lean
/-- If every `g_i` is differentiable at `y`, the sum `∑ c_i conj g_i` with fixed coefficients is
differentiated term by term there. -/
lemma hasDerivAt_kernel (c : ι → ℂ) {g : ι → ℝ → ℂ} {y : ℝ}
    (hg : ∀ i, DifferentiableAt ℝ (g i) y) :
    HasDerivAt (fun t => ∑ i, c i * conj (g i t)) (∑ i, c i * conj (deriv (g i) y)) y :=
  HasDerivAt.fun_sum fun i _ => (hg i).hasDerivAt.star.const_mul (c i)
```

With x held fixed, γ(x,y) is a sum of constants times conj φ_i(y), so it can be differentiated term by term.

```lean
/-- For differentiable orbitals the density gradient is `n' = 2 Re ∑ conj φ_i φ_i'`. -/
theorem hasDerivAt_density {φ : ι → ℝ → ℂ} (h1 : ∀ i, Differentiable ℝ (φ i)) (y : ℝ) :
    HasDerivAt (density φ) (2 * (gradOverlap φ y).re) y := by
  change HasDerivAt (fun t => ∑ i, Complex.normSq (φ i t)) _ y
  simp only [gradOverlap, Complex.re_sum, Finset.mul_sum]
  exact HasDerivAt.fun_sum fun i _ => hasDerivAt_normSq (h1 i y).hasDerivAt
```

Summing the rule for |f|² over orbitals gives n' = 2 Re s. Together with j = Im s,

|s|² = n'²/4 + j².

```lean
/-- The slope of the pair function in its second argument, for differentiable orbitals. -/
lemma hasDerivAt_pair {φ : ι → ℝ → ℂ} (h1 : ∀ i, Differentiable ℝ (φ i)) (x y : ℝ) :
    HasDerivAt (pairDensity φ x) (density φ x * (2 * (gradOverlap φ y).re)
      - 2 * (conj (densityMatrix φ x y) * ∑ i, φ i x * conj (deriv (φ i) y)).re) y := by
  have hγ : HasDerivAt (densityMatrix φ x) (∑ i, φ i x * conj (deriv (φ i) y)) y :=
    hasDerivAt_kernel (fun i => φ i x) fun i => h1 i y
  exact ((hasDerivAt_density h1 y).const_mul (density φ x)).fun_sub (hasDerivAt_normSq hγ)
```

Differentiating P in y gives

∂_y P = n(x) n'(y) − 2 Re[conj γ(x,y) · ∂_yγ(x,y)], where ∂_yγ(x,y) = ∑ φ_i(x) conj φ_i'(y).

At y = x we have γ = n and ∂_yγ = conj s, so the slope is 2n Re s − 2n Re s = 0.

## The second derivative

```lean
/-- For differentiable orbitals whose derivatives are differentiable at `x`, the second
derivative of the pair function at `y = x` is `4nτ - n'²/2 - 2j²`. -/
theorem pair_second_deriv {φ : ι → ℝ → ℂ} {x : ℝ} (h1 : ∀ i, Differentiable ℝ (φ i))
    (h2 : ∀ i, DifferentiableAt ℝ (deriv (φ i)) x) :
    HasDerivAt (deriv (pairDensity φ x)) (4 * density φ x * kineticDensity φ x
      - (deriv (density φ) x) ^ 2 / 2 - 2 * (current φ x) ^ 2) x := by
  rw [funext fun y => (hasDerivAt_pair h1 x y).deriv]
  have hs : HasDerivAt (fun y => (gradOverlap φ y).re)
      (∑ i, ((conj (deriv (φ i) x) * deriv (φ i) x).re
        + (conj (φ i x) * deriv (deriv (φ i)) x).re)) x := by
    simp only [gradOverlap, Complex.re_sum]
    exact HasDerivAt.fun_sum fun i _ => hasDerivAt_re (h1 i x).hasDerivAt (h2 i).hasDerivAt
  have hγ : HasDerivAt (densityMatrix φ x) (∑ i, φ i x * conj (deriv (φ i) x)) x :=
    hasDerivAt_kernel (fun i => φ i x) fun i => h1 i x
  have hγ' := hasDerivAt_kernel (fun i => φ i x) h2
  refine (((hs.const_mul 2).const_mul (density φ x)).fun_sub
    ((hasDerivAt_re hγ hγ').const_mul 2)).congr_deriv ?_
  have e1 : ∑ i, φ i x * conj (deriv (φ i) x) = conj (gradOverlap φ x) := by
    simp only [gradOverlap, map_sum, map_mul, Complex.conj_conj]
  -- the terms with second derivatives of the orbitals cancel on the diagonal
  have e2 : (∑ i, φ i x * conj (deriv (deriv (φ i)) x)).re
      = ∑ i, (conj (φ i x) * deriv (deriv (φ i)) x).re := by
    rw [Complex.re_sum]
    refine Finset.sum_congr rfl fun i _ => ?_
    simp only [Complex.mul_re, Complex.conj_re, Complex.conj_im]
    ring
  have e3 : ∑ i, (conj (deriv (φ i) x) * deriv (φ i) x).re = 2 * kineticDensity φ x := by
    rw [kineticDensity, ← mul_assoc, mul_one_div_cancel two_ne_zero, one_mul]
    refine Finset.sum_congr rfl fun i _ => ?_
    simp only [Complex.normSq_apply, Complex.mul_re, Complex.conj_re, Complex.conj_im]
    ring
  rw [Finset.sum_add_distrib, e3, e1, densityMatrix_self, Complex.conj_ofReal,
    Complex.re_ofReal_mul, e2, (hasDerivAt_density h1 x).deriv]
  simp only [current, Complex.mul_re, Complex.conj_re, Complex.conj_im]
  ring
```

A further derivative gives

∂_y²P = n(x) n''(y) − 2|∂_yγ|² − 2 Re[conj γ · ∂_y²γ].

Write R = Re ∑ conj(φ_i) φ_i''. At y = x, n'' = 4τ + 2R, and the last term is −2nR. The two R terms cancel, leaving

∂_y²P = 4nτ − 2|s|² = 4nτ − n'²/2 − 2j².

In the proof, `e1` identifies ∂_yγ on the diagonal with conj s, `e2` matches the two forms of R, and `e3` turns the sum of |φ_i'|² into 2τ. The final `ring` does the remaining algebra.

## Why the curvature cannot be negative

```lean
/-- A sum-of-squares identity behind the Cauchy-Schwarz inequality for complex vectors: with
`N = ∑ |a_i|²` and `s = ∑ conj a_i b_i`, `∑ |N b_i - s a_i|² = N (N ∑ |b_i|² - |s|²)`. -/
lemma lagrange (a b : ι → ℂ) :
    ∑ i, Complex.normSq (((∑ j, Complex.normSq (a j) : ℝ) : ℂ) * b i
      - (∑ j, conj (a j) * b j) * a i)
    = (∑ j, Complex.normSq (a j)) * ((∑ j, Complex.normSq (a j)) * (∑ j, Complex.normSq (b j))
      - Complex.normSq (∑ j, conj (a j) * b j)) := by
  have key : ∀ (N : ℝ) (s : ℂ), ∑ i, Complex.normSq ((N : ℂ) * b i - s * a i)
      = N ^ 2 * (∑ j, Complex.normSq (b j)) + Complex.normSq s * (∑ j, Complex.normSq (a j))
        - 2 * N * (s.re * (∑ j, conj (a j) * b j).re + s.im * (∑ j, conj (a j) * b j).im) := by
    intro N s
    simp only [Complex.re_sum, Complex.im_sum, Finset.mul_sum, ← Finset.sum_add_distrib,
      ← Finset.sum_sub_distrib]
    refine Finset.sum_congr rfl fun i _ => ?_
    simp only [Complex.normSq_apply, Complex.sub_re, Complex.sub_im, Complex.mul_re,
      Complex.mul_im, Complex.ofReal_re, Complex.ofReal_im, Complex.conj_re, Complex.conj_im]
    ring
  rw [key, Complex.normSq_apply (∑ j, conj (a j) * b j)]
  ring
```

For vectors a and b, let N = ∑|a_i|² and s = ∑ conj(a_i) b_i. Expanding the square gives

∑|N b_i − s a_i|² = N² ∑|b_i|² + N|s|² − 2N|s|² = N(N ∑|b_i|² − |s|²).

The auxiliary statement `key` performs the expansion with N and s as free symbols, before their values are inserted. Despite the lemma's name, this is not Lagrange's identity itself, which writes N ∑|b_i|² − |s|² as a sum over pairs of indices.

```lean
/-- For differentiable orbitals whose derivatives are differentiable at `x`, the density times
the curvature of the pair function is the sum of squares `2 ∑ |n φ_i' - s φ_i|²`. -/
theorem density_mul_curvature {φ : ι → ℝ → ℂ} {x : ℝ} (h1 : ∀ i, Differentiable ℝ (φ i))
    (h2 : ∀ i, DifferentiableAt ℝ (deriv (φ i)) x) :
    density φ x * deriv (deriv (pairDensity φ x)) x
      = 2 * ∑ i, Complex.normSq ((density φ x : ℂ) * deriv (φ i) x
        - gradOverlap φ x * φ i x) := by
  have g := lagrange (fun i => φ i x) (fun i => deriv (φ i) x)
  change ∑ i, Complex.normSq ((density φ x : ℂ) * deriv (φ i) x - gradOverlap φ x * φ i x)
    = density φ x * (density φ x * (∑ i, Complex.normSq (deriv (φ i) x))
      - Complex.normSq (gradOverlap φ x)) at g
  rw [g, (pair_second_deriv h1 h2).deriv, (hasDerivAt_density h1 x).deriv,
    Complex.normSq_apply (gradOverlap φ x)]
  simp only [current, kineticDensity]
  ring
```

With a_i = φ_i(x) and b_i = φ_i'(x), the bracket is 2nτ − |s|², half the curvature. Therefore

n ∂_y²P = 2 ∑ |nφ_i' − sφ_i|².

```lean
/-- Let the orbitals be differentiable, their derivatives differentiable at `x`, and `n(x) > 0`.
Then the pair function and its slope in `y` vanish at `y = x`, and its second derivative there,
divided by `4n`, is `τ - n'²/(8n) - j²/(2n)`, which is nonnegative. -/
theorem exchange_hole_curvature {φ : ι → ℝ → ℂ} {x : ℝ} (h1 : ∀ i, Differentiable ℝ (φ i))
    (h2 : ∀ i, DifferentiableAt ℝ (deriv (φ i)) x) (hn : 0 < density φ x) :
    pairDensity φ x x = 0 ∧ HasDerivAt (pairDensity φ x) 0 x ∧
    DifferentiableAt ℝ (deriv (pairDensity φ x)) x ∧
    deriv (deriv (pairDensity φ x)) x / (4 * density φ x) = correctedKinetic φ x ∧
    0 ≤ correctedKinetic φ x := by
  have hD : deriv (deriv (pairDensity φ x)) x / (4 * density φ x) = correctedKinetic φ x := by
    have hne := hn.ne'
    rw [(pair_second_deriv h1 h2).deriv, correctedKinetic]
    field_simp
    ring
  refine ⟨?_, ?_, (pair_second_deriv h1 h2).differentiableAt, hD, ?_⟩
  · rw [pairDensity, densityMatrix_self, Complex.normSq_ofReal, sub_self]
  · refine (hasDerivAt_pair h1 x x).congr_deriv ?_
    have e1 : ∑ i, φ i x * conj (deriv (φ i) x) = conj (gradOverlap φ x) := by
      simp only [gradOverlap, map_sum, map_mul, Complex.conj_conj]
    rw [e1, densityMatrix_self, Complex.conj_ofReal, Complex.re_ofReal_mul, Complex.conj_re]
    ring
  · -- the curvature is a sum of squares divided by the density
    have h : 0 ≤ density φ x * deriv (deriv (pairDensity φ x)) x := by
      rw [density_mul_curvature h1 h2]
      exact mul_nonneg zero_le_two (Finset.sum_nonneg fun i _ => Complex.normSq_nonneg _)
    rw [← hD]
    exact div_nonneg ((mul_nonneg_iff_of_pos_left hn).1 h) (by positivity)
```

The hypotheses `h1`, `h2` and `hn` are differentiability of the orbitals, differentiability of their derivatives at x, and n(x) > 0. Twice continuously differentiable orbitals satisfy the first two.

The symbol `∧` means "and". The five conclusions are that P vanishes at coincidence, its slope vanishes, its second derivative exists, that derivative divided by 4n is D, and D ≥ 0. The division is carried out by `field_simp` and `ring`; the sign follows from the sum of squares, because n is positive. Despite the theorem's name, the curvature is that of the pair function. The exchange hole −|γ(x,y)|²/n(x) equals P(x,y)/n(x) − n(y), so its own curvature in y at y = x is 4D − n''.

```lean
/-- Let the orbitals be differentiable, their derivatives differentiable at `x`, and `n(x) > 0`.
Then the curvature of the pair function at `y = x` vanishes exactly when one complex number `c`
satisfies `φ_i'(x) = c φ_i(x)` for all orbitals. -/
theorem curvature_eq_zero_iff {φ : ι → ℝ → ℂ} {x : ℝ} (h1 : ∀ i, Differentiable ℝ (φ i))
    (h2 : ∀ i, DifferentiableAt ℝ (deriv (φ i)) x) (hn : 0 < density φ x) :
    deriv (deriv (pairDensity φ x)) x = 0 ↔ ∃ c : ℂ, ∀ i, deriv (φ i) x = c * φ i x := by
  have hm := density_mul_curvature h1 h2
  constructor
  · intro h0
    rw [h0, mul_zero] at hm
    have hz : ∑ i, Complex.normSq ((density φ x : ℂ) * deriv (φ i) x
        - gradOverlap φ x * φ i x) = 0 := by linarith
    have hne : (density φ x : ℂ) ≠ 0 := Complex.ofReal_ne_zero.2 hn.ne'
    refine ⟨gradOverlap φ x / density φ x, fun i => ?_⟩
    have hi := Complex.normSq_eq_zero.1 ((Finset.sum_eq_zero_iff_of_nonneg
      (fun i _ => Complex.normSq_nonneg _)).1 hz i (Finset.mem_univ i))
    rw [div_mul_eq_mul_div, eq_div_iff hne]
    linear_combination hi
  · rintro ⟨c, hc⟩
    have hs : gradOverlap φ x = c * (density φ x : ℂ) := by
      rw [← densityMatrix_self, gradOverlap, densityMatrix, Finset.mul_sum]
      refine Finset.sum_congr rfl fun i _ => ?_
      rw [hc i]
      ring
    have hz : ∑ i, Complex.normSq ((density φ x : ℂ) * deriv (φ i) x
        - gradOverlap φ x * φ i x) = 0 := by
      refine Finset.sum_eq_zero fun i _ => ?_
      rw [hs, hc i, Complex.normSq_eq_zero]
      ring
    rw [hz, mul_zero] at hm
    exact (mul_eq_zero.1 hm).resolve_left hn.ne'
```

Where n(x) > 0, the curvature is zero exactly when one complex number c satisfies φ_i'(x) = cφ_i(x) for every orbital.

If the curvature is zero, every square in the sum is zero, so nφ_i' = sφ_i and c = s/n. Conversely, φ_i' = cφ_i gives s = cn, and every square vanishes. A single orbital always meets the condition where n > 0, so the plane wave at the start has D = 0.

## A common local phase

```lean
/-- The pair function is unchanged at every pair of points when all orbitals are multiplied by
a common local phase `exp(iχ)`, with `χ` any real function. -/
theorem pairDensity_gauge (φ : ι → ℝ → ℂ) (χ : ℝ → ℝ) (x y : ℝ) :
    pairDensity (fun i t => Complex.exp (χ t * Complex.I) * φ i t) x y = pairDensity φ x y := by
  have hp : ∀ t, Complex.normSq (Complex.exp (χ t * Complex.I)) = 1 := fun t => by
    rw [Complex.normSq_eq_norm_sq, Complex.norm_exp_ofReal_mul_I, one_pow]
  -- the density matrix only picks up a phase factor
  have hγ : densityMatrix (fun i t => Complex.exp (χ t * Complex.I) * φ i t) x y
      = Complex.exp (χ x * Complex.I) * conj (Complex.exp (χ y * Complex.I))
        * densityMatrix φ x y := by
    simp only [densityMatrix, Finset.mul_sum, map_mul]
    exact Finset.sum_congr rfl fun i _ => by ring
  rw [pairDensity, hγ]
  simp only [pairDensity, density, Complex.normSq_mul, Complex.normSq_conj, hp, one_mul]

end

end ExchangeHoleCurvature
```

Multiply all orbitals by exp(iχ), with χ real. The density is unchanged, and γ(x,y) acquires the factor exp(i(χ(x) − χ(y))), whose modulus is one. P is therefore the same at every pair of points, even if χ is not continuous.

For smooth χ, the term n'²/(8n) is unchanged, but the other two terms of D change in general, because

j → j + nχ'

τ → τ + jχ' + nχ'²/2

The additions to τ and to j²/(2n) are equal, so they cancel in D.

```lean
#print axioms ExchangeHoleCurvature.exchange_hole_curvature
-- 'ExchangeHoleCurvature.exchange_hole_curvature' depends on axioms: [propext, Classical.choice, Quot.sound]
#print axioms ExchangeHoleCurvature.curvature_eq_zero_iff
-- 'ExchangeHoleCurvature.curvature_eq_zero_iff' depends on axioms: [propext, Classical.choice, Quot.sound]
#print axioms ExchangeHoleCurvature.pairDensity_gauge
-- 'ExchangeHoleCurvature.pairDensity_gauge' depends on axioms: [propext, Classical.choice, Quot.sound]
```

## Two plane waves on a ring

Take a ring of length 2π with normalised orbitals 1/√(2π) and exp(ix)/√(2π). Then n = 1/π, n' = 0, j = 1/(2π) and τ = 1/(4π), so

D = 1/(4π) − 1/(8π) = 1/(8π).

Directly, P = (1 − cos(x − y))/(2π²), whose curvature at y = x is 1/(2π²). Dividing by 4n = 4/π again gives 1/(8π). Without the current term the answer would be twice as large.

The common phase exp(−ix/2) turns the orbitals into exp(∓ix/2)/√(2π). The current is now zero and τ itself equals 1/(8π). These new orbitals change sign once around the ring, so they are not admissible periodic orbitals there; they serve only to evaluate D locally.

## Evaluating D on a grid

To evaluate D for complex orbitals, a program can accumulate n, its gradient, τ and j from the occupied orbitals of one spin at each grid point. For real orbitals j is zero and can be left out. In three dimensions, n'² and j² become squared vector lengths. In real-time propagation the orbitals are complex in general, so j has to be included even if the initial orbitals were real.

Two details need checking. If the code defines τ without the factor ½, the matching combination is 2D = τ − n'²/(4n) − j²/n. Where n is very small, the divisions can amplify numerical errors; a density threshold is one safeguard.
